# The cubic term of a nonsingular Gaussian pseudopotential at the nucleus vanishes exactly when $Za(a-2b)=0$

## A radial function approached from the right

We treat the pseudopotential as a real function of the distance $r$ and take every limit as $r$ decreases to 0. Its value at $r=0$, where the formula divides by zero, then plays no role. For $r>0$,

$$V(r)=-\frac Zr+\frac{Z e^{-ar^2}}r+aZr\,e^{-br^2}+c\,e^{-dr^2}.$$

This is the potential energy of an electron in Hartree atomic units. Here $Z$ is the effective core charge, $a,b,d$ are Gaussian exponents and $c$ is the amplitude of the last Gaussian. The second term removes the Coulomb pole, and the third removes the linear term that this leaves behind.

In quantum Monte Carlo, such a local channel, here with a single extra Gaussian and no nonlocal part, gives the trial wavefunction no Coulomb divergence to cancel at the nucleus. A cubic term can still remain. As a function of position, $r^3$ has discontinuous third derivatives at the origin, a point of ordinary calculus that the Lean code does not formalise.

## Expansion at small distance

For each real $k$, write

$$e^{-kr^2}=1-kr^2+\tfrac12k^2r^4+\rho_k(r).$$

When $|k|r^2<1$, the Taylor bound gives $|\rho_k(r)|\le|k|^3r^6$, so $\rho_k(r)/r^5\to0$. The parts of $V$ become

$$-\frac Zr+\frac{Ze^{-ar^2}}r=-aZr+\tfrac12Za^2r^3+\frac{Z\rho_a}r,$$

$$aZr\,e^{-br^2}=aZr-abZr^3+\tfrac12aZb^2r^5+aZr\rho_b,$$

$$c\,e^{-dr^2}=c-cdr^2+\tfrac12cd^2r^4+c\rho_d.$$

The linear terms cancel in the sum:

$$V(r)=c-cdr^2+Za\left(\tfrac a2-b\right)r^3+\tfrac12cd^2r^4+o(r^4).$$

Hence

$$\frac{V(r)-c+cdr^2}{r^3}\to Za\left(\tfrac a2-b\right)=\tfrac12Za(a-2b),$$

which is zero exactly when $Za(a-2b)=0$. For nonzero $Z$ and $a$, this means $b=a/2$. The expansion also gives $V\to c$ and $(V-c)/r\to0$. Without the third term of $V$, the last limit would be $-aZ$. The fourth-order coefficient is $cd^2/2$ for every $b$, including $b=a/2$, where the cubic term is absent.

## One set of numbers

Take $Z=4$, $a=2$, $b=3$, $c=d=1$. The predicted limit is $4\cdot2\cdot(1-3)=-16$. At $r=0.1$ the three parts of $V$ expanded above are $-0.792053$, $0.776356$ and $0.990050$, so $V\approx0.974353$ and the quotient is about $-15.65$. Changing $b$ to 1 removes the cubic term.

## Evaluation in code

Near the nucleus, adding $-Z/r$ and $Ze^{-ar^2}/r$ separately subtracts two large, nearly equal numbers and loses digits. Computing `Z*expm1(-a*r*r)/r` avoids this for $r>0$, and the expansion above supplies the value $c$ at $r=0$.

## The statement in Lean

`ecp Z a b c d r` is $V(r)$. `Tendsto` expresses a limit, and `𝓝[>] 0` says that $r$ approaches 0 through positive values. `cubic_coefficient` gives the limit of the quotient, and `cubic_term_vanishes_iff` gives the condition for it to be zero.

All parameters are arbitrary reals. Positive exponents, which a decaying short-range correction requires, are not needed for these limits. The theorems describe only the approach to the nucleus; they do not cover nonlocal channels or the wavefunction.

```lean
import Mathlib

open Filter Topology

namespace NonsingularCorePotential

noncomputable section

/-- The local pseudopotential at distance `r > 0` from the nucleus: a Coulomb attraction, a
Gaussian-screened repulsion, a linear compensating term and a Gaussian. -/
def ecp (Z a b c d r : ℝ) : ℝ :=
  -Z / r + Z * Real.exp (-a * r ^ 2) / r + a * Z * r * Real.exp (-b * r ^ 2)
    + c * Real.exp (-d * r ^ 2)

/-- Near the nucleus a Gaussian agrees with its fourth-order expansion up to an error that
vanishes faster than `r ^ 5`. -/
theorem gaussian_remainder (k : ℝ) :
    Tendsto (fun r : ℝ => (Real.exp (-k * r ^ 2) - (1 - k * r ^ 2 + k ^ 2 * r ^ 4 / 2)) / r ^ 5)
      (𝓝[>] 0) (𝓝 0) := by
  have hid : Tendsto (fun r : ℝ => r) (𝓝[>] 0) (𝓝 0) :=
    tendsto_id.mono_left nhdsWithin_le_nhds
  have hlim : Tendsto (fun r : ℝ => |k| ^ 3 * r) (𝓝[>] 0) (𝓝 0) := by
    simpa using hid.const_mul (|k| ^ 3)
  have hc : Continuous fun r : ℝ => |-k * r ^ 2| := by fun_prop
  have hsmall : ∀ᶠ r in 𝓝[>] (0 : ℝ), |-k * r ^ 2| < 1 :=
    ((hc.tendsto 0).mono_left nhdsWithin_le_nhds).eventually_lt_const (by norm_num)
  refine squeeze_zero_norm' ?_ hlim
  filter_upwards [hsmall, self_mem_nhdsWithin] with r hk hr
  have hr0 : 0 < r := hr
  -- the Taylor bound for the exponential, with three terms kept
  have hb := Real.exp_bound hk.le (n := 3) (by norm_num)
  have hs : ∑ m ∈ Finset.range 3, (-k * r ^ 2) ^ m / (m.factorial : ℝ)
      = 1 - k * r ^ 2 + k ^ 2 * r ^ 4 / 2 := by
    simp [Finset.sum_range_succ, Nat.factorial]
    ring
  have hx : |-k * r ^ 2| ^ 3 = |k| ^ 3 * r ^ 6 := by
    rw [abs_mul, abs_neg, abs_of_nonneg (sq_nonneg r)]
    ring
  rw [hs, hx] at hb
  have hP : 0 ≤ |k| ^ 3 * r ^ 6 := by positivity
  have h1 := hb.trans (mul_le_of_le_one_right hP (by norm_num [Nat.factorial]))
  rw [Real.norm_eq_abs, abs_div, abs_of_pos (pow_pos hr0 5), div_le_iff₀ (pow_pos hr0 5)]
  calc _ ≤ |k| ^ 3 * r ^ 6 := h1
    _ = |k| ^ 3 * r * r ^ 5 := by ring

/-- After the constant, quadratic and cubic terms are removed, the potential divided by `r ^ 4`
tends to `c * d ^ 2 / 2` at the nucleus. -/
theorem quartic_coefficient (Z a b c d : ℝ) :
    Tendsto (fun r : ℝ =>
        (ecp Z a b c d r - c + c * d * r ^ 2 - Z * a * (a / 2 - b) * r ^ 3) / r ^ 4)
      (𝓝[>] 0) (𝓝 (c * d ^ 2 / 2)) := by
  have hid : Tendsto (fun r : ℝ => r) (𝓝[>] 0) (𝓝 0) :=
    tendsto_id.mono_left nhdsWithin_le_nhds
  -- collect the remainders of the three Gaussians
  have h := (((gaussian_remainder a).const_mul Z).add
    (((hid.const_mul (b ^ 2 / 2)).add ((hid.pow 2).mul (gaussian_remainder b))).const_mul
      (a * Z))).add
    (((hid.mul (gaussian_remainder d)).const_add (d ^ 2 / 2)).const_mul c)
  have e : c * d ^ 2 / 2 = Z * 0 + a * Z * (b ^ 2 / 2 * 0 + 0 ^ 2 * 0)
      + c * (d ^ 2 / 2 + 0 * 0) := by ring
  rw [e]
  refine h.congr' ?_
  filter_upwards [self_mem_nhdsWithin] with r hr
  have hr0 : r ≠ 0 := (Set.mem_Ioi.mp hr).ne'
  simp only [ecp]
  generalize Real.exp (-a * r ^ 2) = A
  generalize Real.exp (-b * r ^ 2) = B
  generalize Real.exp (-d * r ^ 2) = D
  field_simp
  ring

/-- After the constant and quadratic terms are removed, the pseudopotential divided by `r ^ 3`
tends to `Z * a * (a / 2 - b)` at the nucleus. -/
theorem cubic_coefficient (Z a b c d : ℝ) :
    Tendsto (fun r : ℝ => (ecp Z a b c d r - c + c * d * r ^ 2) / r ^ 3)
      (𝓝[>] 0) (𝓝 (Z * a * (a / 2 - b))) := by
  have hid : Tendsto (fun r : ℝ => r) (𝓝[>] 0) (𝓝 0) :=
    tendsto_id.mono_left nhdsWithin_le_nhds
  have h := (hid.mul (quartic_coefficient Z a b c d)).const_add (Z * a * (a / 2 - b))
  have e : Z * a * (a / 2 - b) = Z * a * (a / 2 - b) + 0 * (c * d ^ 2 / 2) := by ring
  rw [e]
  refine h.congr' ?_
  filter_upwards [self_mem_nhdsWithin] with r hr
  have hr0 : r ≠ 0 := (Set.mem_Ioi.mp hr).ne'
  generalize ecp Z a b c d r = V
  field_simp
  ring

/-- The potential has no cubic term at the nucleus exactly when `Z * a * (a - 2 * b) = 0`. -/
theorem cubic_term_vanishes_iff (Z a b c d : ℝ) :
    Tendsto (fun r : ℝ => (ecp Z a b c d r - c + c * d * r ^ 2) / r ^ 3) (𝓝[>] 0) (𝓝 0)
      ↔ Z * a * (a - 2 * b) = 0 := by
  have hC := cubic_coefficient Z a b c d
  constructor
  · intro h
    have hu := tendsto_nhds_unique h hC
    linear_combination -2 * hu
  · intro h
    have e : Z * a * (a / 2 - b) = 0 := by linear_combination h / 2
    rwa [e] at hC

/-- The potential has zero radial slope at the nucleus, measured from the value `c`. -/
theorem zero_slope (Z a b c d : ℝ) :
    Tendsto (fun r : ℝ => (ecp Z a b c d r - c) / r) (𝓝[>] 0) (𝓝 0) := by
  have hid : Tendsto (fun r : ℝ => r) (𝓝[>] 0) (𝓝 0) :=
    tendsto_id.mono_left nhdsWithin_le_nhds
  have h := ((hid.pow 2).mul (cubic_coefficient Z a b c d)).sub (hid.const_mul (c * d))
  have e : 0 ^ 2 * (Z * a * (a / 2 - b)) - c * d * 0 = 0 := by ring
  rw [e] at h
  refine h.congr' ?_
  filter_upwards [self_mem_nhdsWithin] with r hr
  have hr0 : r ≠ 0 := (Set.mem_Ioi.mp hr).ne'
  generalize ecp Z a b c d r = V
  field_simp
  ring

/-- The potential tends to the finite value `c` at the nucleus. -/
theorem finite_at_nucleus (Z a b c d : ℝ) :
    Tendsto (ecp Z a b c d) (𝓝[>] 0) (𝓝 c) := by
  have hid : Tendsto (fun r : ℝ => r) (𝓝[>] 0) (𝓝 0) :=
    tendsto_id.mono_left nhdsWithin_le_nhds
  have h := (hid.mul (zero_slope Z a b c d)).add_const c
  have e : 0 * 0 + c = c := by ring
  rw [e] at h
  refine h.congr' ?_
  filter_upwards [self_mem_nhdsWithin] with r hr
  have hr0 : r ≠ 0 := (Set.mem_Ioi.mp hr).ne'
  rw [mul_div_cancel₀ _ hr0, sub_add_cancel]

/-- With the linear compensating term left out, the potential has radial slope `-(a * Z)` at the
nucleus. -/
theorem slope_without_compensation (Z a b c d : ℝ) :
    Tendsto (fun r : ℝ => (ecp Z a b c d r - a * Z * r * Real.exp (-b * r ^ 2) - c) / r)
      (𝓝[>] 0) (𝓝 (-(a * Z))) := by
  have hc : Continuous fun r : ℝ => Real.exp (-b * r ^ 2) := by fun_prop
  have hE : Tendsto (fun r : ℝ => Real.exp (-b * r ^ 2)) (𝓝[>] 0) (𝓝 1) := by
    simpa using (hc.tendsto 0).mono_left (nhdsWithin_le_nhds (s := Set.Ioi (0 : ℝ)))
  have h := (zero_slope Z a b c d).sub (hE.const_mul (a * Z))
  have e : -(a * Z) = 0 - a * Z * 1 := by ring
  rw [e]
  refine h.congr' ?_
  filter_upwards [self_mem_nhdsWithin] with r hr
  have hr0 : r ≠ 0 := (Set.mem_Ioi.mp hr).ne'
  generalize ecp Z a b c d r = V
  generalize Real.exp (-b * r ^ 2) = B
  field_simp
  ring

/-- For `b = a / 2`, the potential without its constant and quadratic terms, divided by `r ^ 4`,
tends to `c * d ^ 2 / 2` at the nucleus. -/
theorem matched_exponents (Z a c d : ℝ) :
    Tendsto (fun r : ℝ => (ecp Z a (a / 2) c d r - c + c * d * r ^ 2) / r ^ 4)
      (𝓝[>] 0) (𝓝 (c * d ^ 2 / 2)) := by
  simpa only [sub_self, mul_zero, zero_mul, sub_zero] using quartic_coefficient Z a (a / 2) c d

end

end NonsingularCorePotential
```

```lean
#print axioms NonsingularCorePotential.cubic_term_vanishes_iff
#print axioms NonsingularCorePotential.finite_at_nucleus
#print axioms NonsingularCorePotential.slope_without_compensation
#print axioms NonsingularCorePotential.matched_exponents
```

```
'NonsingularCorePotential.cubic_term_vanishes_iff' depends on axioms: [propext, Classical.choice, Quot.sound]
'NonsingularCorePotential.finite_at_nucleus' depends on axioms: [propext, Classical.choice, Quot.sound]
'NonsingularCorePotential.slope_without_compensation' depends on axioms: [propext, Classical.choice, Quot.sound]
'NonsingularCorePotential.matched_exponents' depends on axioms: [propext, Classical.choice, Quot.sound]
```

## How the proof follows the expansion

`gaussian_remainder` applies `Real.exp_bound` with three terms kept, then squeezes $|\rho_k|/r^5$ below $|k|^3r$.

`quartic_coefficient` combines the three remainders. The step `h.congr'` transfers the limit to the desired quotient, since the two expressions agree for $r>0$. `generalize` replaces each exponential by a plain variable, and `field_simp` and `ring` verify the cancellation.

`cubic_coefficient` multiplies the quartic quotient by $r$ and restores $Za(a/2-b)$. The equivalence then uses uniqueness of limits in one direction and substitution in the other.

`zero_slope` multiplies the cubic quotient by $r^2$ and subtracts $cdr$; `finite_at_nucleus` multiplies the slope quotient by $r$ and adds $c$. `slope_without_compensation` subtracts $aZe^{-br^2}$, which tends to $aZ$, from the slope quotient. `matched_exponents` sets $b=a/2$ in the quartic result.
